# One peak in the spacelike muon g−2 integrand for a single massive vacuum-polarization state

The leading vacuum-polarization contribution to the muon's anomalous magnetic moment can be computed from spacelike momenta as an integral over a parameter x between 0 and 1, and a code that does so must decide where to put its quadrature points. For a single intermediate state of fixed positive squared mass, the integrand has exactly one maximum in the open interval. Its position is the only root of a cubic in that interval, with a bracket in closed form.

## The peak equation and a bracket for its root

Let m > 0 be the lepton mass and s > 0 the squared mass of the intermediate state that the virtual photon creates. The spacelike squared momentum is

t(x) = −x²m²/(1−x),

and, apart from factors that do not depend on x, the state contributes

F(x) = (1−x)(−t)/(s−t).

With r = s/m² this is

F(x) = x²(1−x)/(x² + r(1−x)).

A point a in (0,1) maximizes F there if and only if

a³ = 2r(1−a)²,

and there is exactly one such point. The letter a denotes the peak position throughout, not the anomaly, for which it is often used. For every r > 0 the peak satisfies

1 − 2/√(2r) ≤ √(2r)(1−a) ≤ 1,

so √(2r)(1−a) → 1 as r → ∞.

## Grid placement and the momentum at the peak

Solved for a, the bounds give

1 − 1/√(2r) ≤ a ≤ 1 − 1/√(2r) + 1/r.

Intersected with (0,1), this is a starting bracket for a root finder, and it has width at most 1/r. At r = 50 it is [0.90, 0.92], and the root is a ≈ 0.9128. A uniform grid in x that is adequate for r near 1 can be too coarse near x = 1 when r is large. This happens when the lepton is light compared with the state. The interval can be split at a, with more points placed near the endpoint.

The rational form is also convenient to evaluate, since it has no division by 1−x and gives zero at x = 1.

The momentum at the peak marks where the integrand in x is highest, not where most of the integral comes from. For large r, F(x) is close to x²/r except near x = 1, so most of the integral comes from −t of order m². For one state with r large, −t at the peak is close to m²√(2r) = √(m² · 2s). This is the geometric mean of m² and 2s, and it grows more slowly than s.

## Derivation without derivatives

**Rational form.** Since −t = x²m²/(1−x), the numerator is (1−x)(−t) = x²m², and the denominator is

s − t = (s(1−x) + x²m²)/(1−x).

Dividing, and then cancelling m², gives the stated F(x).

**A root exists.** The polynomial x³ − 2r(1−x)² equals −2r < 0 at x = 0 and 1 at x = 1, so it vanishes somewhere in (0,1).

**The root beats every other point.** Let a be a root and x another point of (0,1). Both denominators of F are positive, so F(a) − F(x) has the sign of

N = a²(1−a)(x² + r(1−x)) − x²(1−x)(a² + r(1−a)).

Collecting terms gives

N = (x−a)[a²x² − r(1−a)(1−x)(a+x)].

Multiply by 2(1−a) and replace 2r(1−a)² by a³:

2(1−a)N = a²(x−a)[2(1−a)x² − a(1−x)(a+x)].

The bracket factors as (x−a)(2x + a(1−x)), and therefore

2(1−a)N = a²(x−a)²(2x + a(1−x)) > 0.

Hence F(a) > F(x). A second maximizer would have to be both at least as high as a and strictly lower, so there is only one, and it solves the peak equation.

**Bounds.** Put q = √(2r) and u = q(1−a). The peak equation becomes u² = a³. Since a < 1, this gives u ≤ 1. It also gives u² ≥ a⁴, so

u ≥ a² ≥ 1 − 2(1−a).

From u ≤ 1 we have 1−a ≤ 1/q, hence u ≥ 1 − 2/q. Both bounds tend to 1 as r → ∞.

**Momentum at the peak.** Dividing −t(a) by m²q gives

−t(a)/(m²√(2r)) = a²/u.

As r → ∞, both a and u tend to 1, and so does the ratio.

**Height of the peak.** The same substitution gives a neighbouring result. Inserting r(1−a) = a³/(2(1−a)) into F(a) yields

F(a) = 2(1−a)²/(2−a) = a³/(r(2−a)),

so the height behaves like 1/r = m²/s for large r. At r = 50 it is about 0.0140. This formula is an addition in prose, and no theorem in the code below states it.

## The Lean source

```lean
import Mathlib

open Filter Topology Set

namespace MuonSpacelikePeak

noncomputable section

/-- The squared momentum `t(x) = -x²m²/(1-x)` for a lepton of mass `m` (spacelike when `m ≠ 0` and
`0 < x < 1`), with domain `x ≠ 1`. -/
def momentum (m x : ℝ) : ℝ := -(x ^ 2 * m ^ 2 / (1 - x))

/-- The spacelike integrand `(1-x)(-t)/(s-t)` for a vacuum-polarization state of squared
mass `s`, with domain `x ≠ 1`, `s ≠ t(x)`. -/
def integrand (m s x : ℝ) : ℝ :=
  (1 - x) * (-momentum m x) / (s - momentum m x)

/-- For `m, s > 0` and `x < 1` the integrand depends on the masses only through
`r = s/m²`, and equals `x²(1-x)/(x² + r(1-x))`. -/
theorem integrand_eq {m s x : ℝ} (hm : 0 < m) (hs : 0 < s) (hx : x < 1) :
    integrand m s x = x ^ 2 * (1 - x) / (x ^ 2 + s / m ^ 2 * (1 - x)) := by
  have h1 : 0 < 1 - x := by linarith
  have hT : x ^ 2 * m ^ 2 / (1 - x) * (1 - x) = x ^ 2 * m ^ 2 :=
    div_mul_cancel₀ _ h1.ne'
  have hT0 : 0 ≤ x ^ 2 * m ^ 2 / (1 - x) := div_nonneg (by positivity) h1.le
  have hR : s / m ^ 2 * m ^ 2 = s := div_mul_cancel₀ _ (by positivity)
  have hR0 : 0 < s / m ^ 2 := by positivity
  unfold integrand momentum
  generalize x ^ 2 * m ^ 2 / (1 - x) = T at hT hT0 ⊢
  generalize s / m ^ 2 = R at hR hR0 ⊢
  have hd1 : s - -T ≠ 0 := by
    have : 0 < s - -T := by linarith
    exact this.ne'
  have hd2 : x ^ 2 + R * (1 - x) ≠ 0 := by
    have := mul_pos hR0 h1
    have : 0 < x ^ 2 + R * (1 - x) := by linarith [sq_nonneg x]
    exact this.ne'
  rw [div_eq_div_iff hd1 hd2]
  linear_combination (1 - x) * R * hT + (1 - x) * x ^ 2 * hR

/-- For every `r > 0` the peak equation `a³ = 2r(1-a)²` has a solution in `(0,1)`. -/
theorem exists_peak_equation {r : ℝ} (hr : 0 < r) :
    ∃ a ∈ Ioo (0 : ℝ) 1, a ^ 3 = 2 * r * (1 - a) ^ 2 := by
  have hc : ContinuousOn (fun x : ℝ => x ^ 3 - 2 * r * (1 - x) ^ 2) (Icc 0 1) := by
    fun_prop
  have hmem : (0 : ℝ) ∈ Ioo ((0 : ℝ) ^ 3 - 2 * r * (1 - 0) ^ 2)
      ((1 : ℝ) ^ 3 - 2 * r * (1 - 1) ^ 2) := ⟨by nlinarith, by norm_num⟩
  obtain ⟨a, ha, h0⟩ := intermediate_value_Ioo zero_le_one hc hmem
  have h1 : a ^ 3 - 2 * r * (1 - a) ^ 2 = 0 := h0
  exact ⟨a, ha, by linarith⟩

/-- For `m, s > 0`, a solution `a` in `(0,1)` of the peak equation gives a strictly larger
integrand than any other point of `(0,1)`. -/
theorem integrand_lt_peak {m s a x : ℝ} (hm : 0 < m) (hs : 0 < s)
    (ha : a ∈ Ioo (0 : ℝ) 1) (hx : x ∈ Ioo (0 : ℝ) 1)
    (h : a ^ 3 = 2 * (s / m ^ 2) * (1 - a) ^ 2) (hne : x ≠ a) :
    integrand m s x < integrand m s a := by
  obtain ⟨ha0, ha1⟩ := ha
  obtain ⟨hx0, hx1⟩ := hx
  rw [integrand_eq hm hs hx1, integrand_eq hm hs ha1]
  have hR : 0 < s / m ^ 2 := by positivity
  generalize s / m ^ 2 = R at h hR ⊢
  have h1a : 0 < 1 - a := by linarith
  have h1x : 0 < 1 - x := by linarith
  have hDa : 0 < a ^ 2 + R * (1 - a) := by positivity
  have hDx : 0 < x ^ 2 + R * (1 - x) := by positivity
  rw [div_lt_div_iff₀ hDx hDa]
  -- the peak equation turns the difference into a perfect square times a positive factor
  have key : 2 * (1 - a) * (a ^ 2 * (1 - a) * (x ^ 2 + R * (1 - x))
      - x ^ 2 * (1 - x) * (a ^ 2 + R * (1 - a)))
      = a ^ 2 * (x - a) ^ 2 * (2 * x + a * (1 - x)) := by
    linear_combination (-((1 - x) * (a ^ 2 - x ^ 2))) * h
  have hsq : 0 < (x - a) ^ 2 :=
    lt_of_le_of_ne (sq_nonneg _) (Ne.symm (pow_ne_zero 2 (sub_ne_zero.mpr hne)))
  have hlast : 0 < 2 * x + a * (1 - x) := by positivity
  have hpos := mul_pos (mul_pos (pow_pos ha0 2) hsq) hlast
  rw [← key] at hpos
  have h2 : 0 < 2 * (1 - a) := by linarith
  have := (mul_pos_iff_of_pos_left h2).mp hpos
  linarith

/-- For `m, s > 0`, a point `a` of `(0,1)` maximizes the integrand on `(0,1)` exactly when
`a³ = 2r(1-a)²` with `r = s/m²`. -/
theorem peak_iff {m s a : ℝ} (hm : 0 < m) (hs : 0 < s) (ha : a ∈ Ioo (0 : ℝ) 1) :
    IsMaxOn (integrand m s) (Ioo 0 1) a ↔ a ^ 3 = 2 * (s / m ^ 2) * (1 - a) ^ 2 := by
  constructor
  · intro hmax
    obtain ⟨b, hb, hbe⟩ := exists_peak_equation (show 0 < s / m ^ 2 by positivity)
    by_cases hab : a = b
    · rw [hab]
      exact hbe
    · exact absurd (integrand_lt_peak hm hs hb ha hbe hab)
        (not_lt_of_ge (isMaxOn_iff.mp hmax b hb))
  · intro h
    refine isMaxOn_iff.mpr fun x hx => ?_
    by_cases hxa : x = a
    · rw [hxa]
    · exact (integrand_lt_peak hm hs ha hx h hxa).le

/-- For `m, s > 0` the spacelike integrand has exactly one maximizer in `(0,1)`. -/
theorem existsUnique_peak {m s : ℝ} (hm : 0 < m) (hs : 0 < s) :
    ∃! a, a ∈ Ioo (0 : ℝ) 1 ∧ IsMaxOn (integrand m s) (Ioo 0 1) a := by
  obtain ⟨a, ha, hae⟩ := exists_peak_equation (show 0 < s / m ^ 2 by positivity)
  refine ⟨a, ⟨ha, (peak_iff hm hs ha).mpr hae⟩, ?_⟩
  rintro b ⟨hb, hbmax⟩
  by_contra hba
  exact absurd (integrand_lt_peak hm hs ha hb hae hba)
    (not_lt_of_ge (isMaxOn_iff.mp hbmax a ha))

/-- For `r > 0`, a solution `a` in `(0,1)` of the peak equation satisfies
`1 - 2/√(2r) ≤ √(2r)(1-a) ≤ 1`. -/
theorem peak_bounds {r a : ℝ} (hr : 0 < r) (ha : a ∈ Ioo (0 : ℝ) 1)
    (h : a ^ 3 = 2 * r * (1 - a) ^ 2) :
    1 - 2 / Real.sqrt (2 * r) ≤ Real.sqrt (2 * r) * (1 - a) ∧
      Real.sqrt (2 * r) * (1 - a) ≤ 1 := by
  obtain ⟨ha0, ha1⟩ := ha
  have h1a : 0 < 1 - a := by linarith
  have hq : 0 < Real.sqrt (2 * r) := Real.sqrt_pos.mpr (by linarith)
  have hq2 : Real.sqrt (2 * r) ^ 2 = 2 * r := Real.sq_sqrt (by linarith)
  generalize Real.sqrt (2 * r) = q at hq hq2 ⊢
  have hu0 : 0 < q * (1 - a) := mul_pos hq h1a
  -- the rescaled distance from the endpoint squares to `a³`
  have hu : (q * (1 - a)) ^ 2 = a ^ 3 := by
    rw [mul_pow, hq2, h]
  have ha3 : a ^ 3 ≤ 1 := pow_le_one₀ ha0.le ha1.le
  have hup : q * (1 - a) ≤ 1 := by nlinarith
  have hlow : a ^ 2 ≤ q * (1 - a) := by
    by_contra hlt
    have hlt' := lt_of_not_ge hlt
    have h4 := mul_lt_mul'' hlt' hlt' hu0.le hu0.le
    nlinarith [mul_pos (pow_pos ha0 3) h1a]
  have hdist : 2 * (1 - a) ≤ 2 / q := by
    rw [le_div_iff₀ hq]
    linarith
  exact ⟨by nlinarith [sq_nonneg (1 - a)], hup⟩

/-- The lower bound `1 - 2/√(2r)` tends to `1` as `r → ∞`. -/
theorem tendsto_correction :
    Tendsto (fun r : ℝ => 1 - 2 / Real.sqrt (2 * r)) atTop (𝓝 1) := by
  have h2 : Tendsto (fun r : ℝ => 2 * r) atTop atTop :=
    Tendsto.const_mul_atTop (by norm_num : (0 : ℝ) < 2) tendsto_id
  have hq : Tendsto (fun r : ℝ => 2 / Real.sqrt (2 * r)) atTop (𝓝 0) :=
    tendsto_const_nhds.div_atTop (Real.tendsto_sqrt_atTop.comp h2)
  have h := hq.const_sub 1
  rwa [sub_zero] at h

/-- Let `m > 0` and let `X r` be the maximizer in `(0,1)` of the integrand at `s = r m²`, for
each `r > 0`. Then `√(2r)(1 - X r) → 1` as `r → ∞`. -/
theorem tendsto_peak {m : ℝ} (hm : 0 < m) (X : ℝ → ℝ)
    (hX : ∀ r > 0, X r ∈ Ioo (0 : ℝ) 1 ∧
      IsMaxOn (integrand m (r * m ^ 2)) (Ioo 0 1) (X r)) :
    Tendsto (fun r => Real.sqrt (2 * r) * (1 - X r)) atTop (𝓝 1) := by
  have hb : ∀ r > 0, 1 - 2 / Real.sqrt (2 * r) ≤ Real.sqrt (2 * r) * (1 - X r) ∧
      Real.sqrt (2 * r) * (1 - X r) ≤ 1 := by
    intro r hr
    have he := (peak_iff hm (by positivity) (hX r hr).1).mp (hX r hr).2
    rw [mul_div_cancel_right₀ r (pow_ne_zero 2 hm.ne')] at he
    exact peak_bounds hr (hX r hr).1 he
  refine tendsto_of_tendsto_of_tendsto_of_le_of_le' tendsto_correction
    tendsto_const_nhds ?_ ?_
  · filter_upwards [eventually_gt_atTop 0] with r hr using (hb r hr).1
  · filter_upwards [eventually_gt_atTop 0] with r hr using (hb r hr).2

/-- Let `m > 0` and let `X r` be the maximizer in `(0,1)` of the integrand at `s = r m²`, for
each `r > 0`. Then the peak momentum obeys `-t(X r)/(m²√(2r)) → 1` as `r → ∞`. -/
theorem tendsto_peak_momentum {m : ℝ} (hm : 0 < m) (X : ℝ → ℝ)
    (hX : ∀ r > 0, X r ∈ Ioo (0 : ℝ) 1 ∧
      IsMaxOn (integrand m (r * m ^ 2)) (Ioo 0 1) (X r)) :
    Tendsto (fun r => -momentum m (X r) / (m ^ 2 * Real.sqrt (2 * r))) atTop (𝓝 1) := by
  have hu := tendsto_peak hm X hX
  -- the peak itself moves to the endpoint `x = 1`
  have hX1 : Tendsto X atTop (𝓝 1) := by
    refine tendsto_of_tendsto_of_tendsto_of_le_of_le' tendsto_correction
      tendsto_const_nhds ?_ ?_
    · filter_upwards [eventually_gt_atTop 0,
        hu.eventually (gt_mem_nhds (by norm_num : (1 : ℝ) < 2))] with r hr h2
      have hq : 0 < Real.sqrt (2 * r) := Real.sqrt_pos.mpr (by linarith)
      have : 1 - X r ≤ 2 / Real.sqrt (2 * r) := by
        rw [le_div_iff₀ hq]
        linarith
      linarith
    · filter_upwards [eventually_gt_atTop 0] with r hr using (hX r hr).1.2.le
  have h : Tendsto (fun r => X r ^ 2 / (Real.sqrt (2 * r) * (1 - X r))) atTop
      (𝓝 (1 ^ 2 / 1)) := (hX1.pow 2).div hu one_ne_zero
  rw [one_pow, div_one] at h
  refine h.congr' ?_
  filter_upwards [eventually_gt_atTop 0] with r hr
  have hq : Real.sqrt (2 * r) ≠ 0 := (Real.sqrt_pos.mpr (by linarith)).ne'
  have h1 : 1 - X r ≠ 0 := (sub_pos.mpr (hX r hr).1.2).ne'
  have hm0 : m ≠ 0 := hm.ne'
  unfold momentum
  rw [neg_neg]
  generalize Real.sqrt (2 * r) = q at hq ⊢
  generalize 1 - X r = y at h1 ⊢
  field_simp

end

end MuonSpacelikePeak
```

```lean
#print axioms MuonSpacelikePeak.integrand_lt_peak
#print axioms MuonSpacelikePeak.existsUnique_peak
#print axioms MuonSpacelikePeak.tendsto_peak_momentum
```

```
'MuonSpacelikePeak.integrand_lt_peak' depends on axioms: [propext, Classical.choice, Quot.sound]
'MuonSpacelikePeak.existsUnique_peak' depends on axioms: [propext, Classical.choice, Quot.sound]
'MuonSpacelikePeak.tendsto_peak_momentum' depends on axioms: [propext, Classical.choice, Quot.sound]
```

## Reading the statements as physics

All quantities are real numbers. `momentum m x` is the squared momentum t(x), negative on (0,1), despite its short name. `integrand m s x` is the original expression with t in it, and `integrand_eq` proves the rational form for every x < 1. The ratio r appears as `s / m ^ 2`.

`Ioo 0 1` is the open interval. `IsMaxOn (integrand m s) (Ioo 0 1) a` says that no point of the interval gives a larger value than a does. It does not itself place a in the interval, which is why `existsUnique_peak` lists membership separately. `peak_iff` is the equivalence between being the maximizer and solving the cubic.

In the two limit theorems, m is fixed and s = r m². The function `X` assigns to each r > 0 the maximizer at that r; its values at other r are arbitrary and have no effect on the limit. `atTop` means r → ∞, and `𝓝 1` means convergence to 1.

## How the lemmas carry the argument

- `integrand_eq` gives names to the two quotients, cross-multiplies, and closes the resulting polynomial identity with `linear_combination`.
- `exists_peak_equation` applies the intermediate value theorem to the cubic.
- `integrand_lt_peak` contains the main comparison. Its step `key` is the factorization of 2(1−a)N above, obtained by adding a multiple of the peak equation. Positivity of each factor then gives the strict inequality.
- `peak_iff` gets one direction from this comparison. For the other, it takes a root b and shows that a maximizer different from b would contradict the comparison. `existsUnique_peak` uses the same contradiction.
- `peak_bounds` proves u² = a³ as `hu` and a² ≤ u as `hlow`, the latter by contradiction: u < a² would give a³ < a⁴.
- `tendsto_correction` shows that the lower bound tends to 1, and `tendsto_peak` squeezes u between the bounds.
- `tendsto_peak_momentum` first shows that the peak moves to x = 1, then takes the limit of the quotient a²/u.

## What a code can take from the theorems, and where they stop

For each pair m, s > 0, a code may rely on there being one global maximum in (0,1), on the cubic as its exact condition, and on the two-sided bounds at finite r. The limits add the leading behaviour for a state that is heavy compared with the lepton. These are statements about real numbers; rounding and the error of a quadrature rule need their own analysis.

The step from this model to a physical calculation is the sum over states. A hadronic or leptonic vacuum polarization integrates F over s with a spectral weight, and the peak of that weighted integral depends on the weight, so the cubic for one s chosen in advance need not give it. The theorems locate the peak of each contribution separately.

The condition s > 0 says that the intermediate state is massive, and it can't be relaxed to s ≥ 0. At s = 0 with m > 0, the factors of −t cancel and

F(x) = 1 − x.

This increases towards 1 as x → 0 but attains no maximum in the open interval, so existence fails.
